# In the undamped continuum model, a moving antiferromagnetic domain wall contracts by the factor √(1 − v²/c²)

Q: A domain wall in an antiferromagnet separates two regions of opposite staggered order. At rest it has a width $w$. Once it glides at velocity $v$, it should become narrower as $|v|$ approaches the magnon velocity $c$. What equation yields that, and what are $c$ and $w$ in it?

A: Let $f(x,t)$ be the polar angle of the staggered order, measured from the easy axis and often written $\theta$. With a fixed azimuth and neither damping nor drive,

$$f_{xx}-\frac{f_{tt}}{c^2}=\frac{\sin f\cos f}{w^2}.$$

The length $w$ expresses the balance between exchange, which widens the wall, and anisotropy, which narrows it. The velocity $c$ expresses the balance between exchange stiffness and the inertia of the staggered order; short-wavelength spin waves in this model approach it as their group velocity. The doubled angle $2f$ obeys the usual sine-Gordon equation.

Q: Show me the contraction before any Lean.

A: Try $f=2\arctan e^{s}$ with $s=(x-vt)/L$ and $L>0$. Since $\tan(f/2)=e^s$,

$$\sin f=\frac{2e^s}{1+e^{2s}},\qquad \cos f=\frac{1-e^{2s}}{1+e^{2s}}.$$

Differentiating the arctangent gives $df/ds=2e^s/(1+e^{2s})=\sin f$, and hence $d^2f/ds^2=\sin f\cos f$. The chain rule then gives

$$f_x=\frac{\sin f}{L},\quad f_t=-\frac{v}{L}\sin f,\quad f_{xx}=\frac{\sin f\cos f}{L^2},\quad f_{tt}=\frac{v^2}{L^2}\sin f\cos f.$$

Substitution leaves

$$\frac{1}{L^2}\left(1-\frac{v^2}{c^2}\right)\sin f\cos f=\frac{1}{w^2}\sin f\cos f.$$

At $x=L$, $t=0$ we have $s=1$, where $\sin f>0$ and $\cos f<0$, so the common factor can be cancelled. The equation therefore holds everywhere exactly when $c^2L^2=w^2(c^2-v^2)$. The left side is positive, which forces $|v|<c$, and the positive root is $L=w\sqrt{1-v^2/c^2}$.

Q: In the formal version, what does "solves" mean? I would not accept an equation that holds only where some derivative happens to exist.

A: It requires functions `fx`, `ft`, `fxx` and `ftt` that are the true first and second partial derivatives at every real $x$ and $t$, and that satisfy the equation there. `HasDerivAt` expresses each derivative.

```lean
import Mathlib

open Real Filter Topology

namespace AntiferromagneticWall

noncomputable section

/-- The wall equation `f_xx - f_tt / c² = sin f cos f / w²` for the polar angle `f x t` of the
staggered order, with all derivatives existing everywhere; its domain is `c ≠ 0`, `w ≠ 0`. -/
def SolvesWallEquation (c w : ℝ) (f : ℝ → ℝ → ℝ) : Prop :=
  ∃ fx ft fxx ftt : ℝ → ℝ → ℝ, ∀ x t,
    HasDerivAt (fun y => f y t) (fx x t) x ∧
    HasDerivAt (fun s => f x s) (ft x t) t ∧
    HasDerivAt (fun y => fx y t) (fxx x t) x ∧
    HasDerivAt (fun s => ft x s) (ftt x t) t ∧
    fxx x t - ftt x t / c ^ 2 = sin (f x t) * cos (f x t) / w ^ 2
```

Q: And the wall itself?

A: `kink` is the profile in the variable $s$, and `wall L v x t` is that profile at position $x$ and time $t$. `wallWidth c w v` is the contracted length. Here "width" means the length scale $L$ in the exponent; some texts call $\pi L$ the wall width.

```lean
/-- The wall profile in dimensionless form. -/
def kink (s : ℝ) : ℝ := 2 * arctan (exp s)

/-- A wall of width `L ≠ 0` moving with velocity `v`. -/
def wall (L v x t : ℝ) : ℝ := kink ((x - v * t) / L)

/-- The contracted width of a wall with static width `w` and velocity `v`, for magnon velocity
`c > 0` and `|v| ≤ c`. -/
def wallWidth (c w v : ℝ) : ℝ := w * √(1 - v ^ 2 / c ^ 2)
```

Q: Where are the trigonometric formulas established?

A: The first two lemmas use the double-angle formulas and the known sine and cosine of an arctangent. The third differentiates the profile and recognises the result as its sine.

```lean
/-- The sine of the wall angle in terms of exponentials. -/
theorem sin_kink (s : ℝ) : sin (kink s) = 2 * exp s / (1 + exp s ^ 2) := by
  unfold kink
  rw [sin_two_mul, sin_arctan, cos_arctan]
  have h : √(1 + exp s ^ 2) ^ 2 = 1 + exp s ^ 2 := sq_sqrt (by positivity)
  calc 2 * (exp s / √(1 + exp s ^ 2)) * (1 / √(1 + exp s ^ 2))
      = 2 * exp s / √(1 + exp s ^ 2) ^ 2 := by ring
    _ = 2 * exp s / (1 + exp s ^ 2) := by rw [h]

/-- The cosine of the wall angle in terms of exponentials. -/
theorem cos_kink (s : ℝ) : cos (kink s) = (1 - exp s ^ 2) / (1 + exp s ^ 2) := by
  unfold kink
  rw [cos_two_mul, cos_sq_arctan]
  generalize exp s = e
  have hp : 1 + e ^ 2 ≠ 0 := by positivity
  rw [eq_div_iff hp]
  have h : 1 / (1 + e ^ 2) * (1 + e ^ 2) = 1 := one_div_mul_cancel hp
  linear_combination 2 * h

/-- The slope of the dimensionless wall profile equals the sine of its angle. -/
theorem hasDerivAt_kink (s : ℝ) : HasDerivAt kink (sin (kink s)) s := by
  have h := ((Real.hasDerivAt_exp s).arctan).const_mul 2
  rw [sin_kink]
  exact h.congr_deriv (by ring)
```

The next lemma differentiates twice along $ay+b$. It serves both variables: $a=1/L$ for space and $a=-v/L$ for time.

```lean
/-- First and second derivatives of the wall profile along a linearly varying argument. -/
theorem hasDerivAt_kink_affine (a b y : ℝ) :
    HasDerivAt (fun z => kink (a * z + b)) (a * sin (kink (a * y + b))) y ∧
    HasDerivAt (fun z => a * sin (kink (a * z + b)))
      (a ^ 2 * (sin (kink (a * y + b)) * cos (kink (a * y + b)))) y := by
  have hl : HasDerivAt (fun z => a * z + b) a y :=
    (((hasDerivAt_id' y).const_mul a).add_const b).congr_deriv (mul_one a)
  -- chain rule
  have hcomp : HasDerivAt (kink ∘ fun z => a * z + b) (sin (kink (a * y + b)) * a) y :=
    HasDerivAt.comp y (hasDerivAt_kink (a * y + b)) hl
  have h1 : HasDerivAt (fun z => kink (a * z + b)) (a * sin (kink (a * y + b))) y :=
    hcomp.congr_deriv (mul_comm _ _)
  exact ⟨h1, (h1.sin.const_mul a).congr_deriv (by ring)⟩
```

Q: The cancellation of $\sin f\cos f$ worries me. That product vanishes at the wall centre.

A: That is why the proof evaluates the equation at $x=L$, $t=0$. In the forward direction, uniqueness of derivatives identifies `fx` and `ft` with the computed first derivatives everywhere, and then `fxx` and `ftt` with the computed second derivatives at this point, where `hs` shows that the product is nonzero. In the reverse direction, the computed derivatives are supplied directly. `key` is the algebra linking the coefficients to $c^2L^2=w^2(c^2-v^2)$.

```lean
/-- For nonzero `c`, `w` and `L`, a moving wall of width `L` solves the wall equation exactly
when `c² L² = w² (c² - v²)`. -/
theorem wall_solves_iff_sq {c w L : ℝ} (v : ℝ) (hc : c ≠ 0) (hw : w ≠ 0) (hL : L ≠ 0) :
    SolvesWallEquation c w (wall L v) ↔ c ^ 2 * L ^ 2 = w ^ 2 * (c ^ 2 - v ^ 2) := by
  -- the partial derivatives of the wall
  have ax : ∀ t y : ℝ, 1 / L * y + -(v * t) / L = (y - v * t) / L := fun t y => by ring
  have at' : ∀ x s : ℝ, -v / L * s + x / L = (x - v * s) / L := fun x s => by ring
  have dx : ∀ x t, HasDerivAt (fun y => wall L v y t) (1 / L * sin (wall L v x t)) x ∧
      HasDerivAt (fun y => 1 / L * sin (wall L v y t))
        ((1 / L) ^ 2 * (sin (wall L v x t) * cos (wall L v x t))) x := by
    intro x t
    have h := hasDerivAt_kink_affine (1 / L) (-(v * t) / L) x
    simp only [ax] at h
    exact h
  have dt : ∀ x t, HasDerivAt (fun s => wall L v x s) (-v / L * sin (wall L v x t)) t ∧
      HasDerivAt (fun s => -v / L * sin (wall L v x s))
        ((-v / L) ^ 2 * (sin (wall L v x t) * cos (wall L v x t))) t := by
    intro x t
    have h := hasDerivAt_kink_affine (-v / L) (x / L) t
    simp only [at'] at h
    exact h
  -- the algebraic relation between width and velocity
  have key : (1 / L) ^ 2 - (-v / L) ^ 2 / c ^ 2 = 1 / w ^ 2 ↔
      c ^ 2 * L ^ 2 = w ^ 2 * (c ^ 2 - v ^ 2) := by
    have hcc : c ^ 2 * (c ^ 2)⁻¹ = 1 := mul_inv_cancel₀ (pow_ne_zero 2 hc)
    have e : (1 / L) ^ 2 - (-v / L) ^ 2 / c ^ 2 = (c ^ 2 - v ^ 2) / (c ^ 2 * L ^ 2) := by
      linear_combination -(1 / L) ^ 2 * hcc
    rw [e, div_eq_div_iff (mul_ne_zero (pow_ne_zero 2 hc) (pow_ne_zero 2 hL))
      (pow_ne_zero 2 hw)]
    constructor <;> intro h <;> linear_combination -h
  constructor
  · rintro ⟨fx, ft, fxx, ftt, h⟩
    have ex : ∀ x t, fx x t = 1 / L * sin (wall L v x t) :=
      fun x t => (h x t).1.unique (dx x t).1
    have et : ∀ x t, ft x t = -v / L * sin (wall L v x t) :=
      fun x t => (h x t).2.1.unique (dt x t).1
    -- evaluate one width away from the centre, where sin f cos f does not vanish
    obtain ⟨-, -, h3, h4, h5⟩ := h L 0
    simp only [ex] at h3
    simp only [et] at h4
    rw [h3.unique (dx L 0).2, h4.unique (dt L 0).2] at h5
    have hk : wall L v L 0 = kink 1 := by simp [wall, hL]
    rw [hk] at h5
    have hs : sin (kink 1) * cos (kink 1) ≠ 0 := by
      have he : 1 < exp 1 := Real.one_lt_exp_iff.2 one_pos
      have h1 : 1 - exp 1 ^ 2 < 0 := by nlinarith
      rw [sin_kink, cos_kink]
      exact mul_ne_zero (by positivity) (div_ne_zero h1.ne (by positivity))
    exact key.1 (mul_right_cancel₀ hs (by linear_combination h5))
  · intro h
    have h5 : ∀ x t, (1 / L) ^ 2 * (sin (wall L v x t) * cos (wall L v x t)) -
        (-v / L) ^ 2 * (sin (wall L v x t) * cos (wall L v x t)) / c ^ 2 =
        sin (wall L v x t) * cos (wall L v x t) / w ^ 2 := fun x t => by
      linear_combination (sin (wall L v x t) * cos (wall L v x t)) * key.2 h
    exact ⟨_, _, _, _, fun x t => ⟨(dx x t).1, (dt x t).1, (dx x t).2, (dt x t).2, h5 x t⟩⟩
```

Q: Now the physical claim. Why does it include positivity of the width? That looks like decoration.

A: It records that the solution is a genuine wall, which solving the equation does not show by itself. At $v=c$ the formula gives zero width, Lean sets division by zero to zero, and the "wall" becomes the constant $f=\pi/2$, which does satisfy the equation. The theorem below excludes that case by assuming $|v|<c$, and it proves both that the width is positive and that the wall solves the equation. The condition makes $1-v^2/c^2$ positive, so squaring the root recovers it.

```lean
/-- For `c, w > 0` and `|v| < c`, the contracted width is positive and the moving wall of this
width solves the wall equation. -/
theorem contracted_wall_solves {c w v : ℝ} (hc : 0 < c) (hw : 0 < w) (hv : |v| < c) :
    0 < wallWidth c w v ∧ SolvesWallEquation c w (wall (wallWidth c w v) v) := by
  have hvc : v ^ 2 < c ^ 2 := sq_lt_sq.2 (by rwa [abs_of_pos hc])
  have hq : 0 < 1 - v ^ 2 / c ^ 2 := sub_pos.2 ((div_lt_one (by positivity)).2 hvc)
  have hL : 0 < wallWidth c w v := mul_pos hw (sqrt_pos.2 hq)
  refine ⟨hL, (wall_solves_iff_sq v hc.ne' hw.ne' hL.ne').2 ?_⟩
  have hcc : c ^ 2 * (c ^ 2)⁻¹ = 1 := mul_inv_cancel₀ (pow_ne_zero 2 hc.ne')
  unfold wallWidth
  rw [mul_pow, sq_sqrt hq.le]
  linear_combination -(w ^ 2 * v ^ 2) * hcc
```

Q: Could the same profile also move with some other width, or faster than $c$?

A: Not with $L>0$. The next theorem gives the equivalence: positivity of $c^2L^2$ yields $|v|<c$, and two positive widths with equal squares are equal. It concerns this arctangent family, so it says nothing about walls of other shapes.

```lean
/-- For `c, w, L > 0`, a moving wall of width `L` solves the wall equation exactly when it is
slower than the magnon velocity and `L` is the contracted width. -/
theorem wall_solves_iff {c w L : ℝ} (v : ℝ) (hc : 0 < c) (hw : 0 < w) (hL : 0 < L) :
    SolvesWallEquation c w (wall L v) ↔ |v| < c ∧ L = wallWidth c w v := by
  constructor
  · intro hs
    have h := (wall_solves_iff_sq v hc.ne' hw.ne' hL.ne').1 hs
    have hpos : 0 < w ^ 2 * (c ^ 2 - v ^ 2) := by
      rw [← h]
      positivity
    have hd : 0 < c ^ 2 - v ^ 2 := (mul_pos_iff_of_pos_left (by positivity)).1 hpos
    have hv : |v| < c := abs_lt_of_sq_lt_sq (sub_pos.1 hd) hc.le
    -- both widths obey the same quadratic relation
    obtain ⟨hp, hs'⟩ := contracted_wall_solves hc hw hv
    have h' := (wall_solves_iff_sq v hc.ne' hw.ne' hp.ne').1 hs'
    have hsq : L ^ 2 = wallWidth c w v ^ 2 :=
      mul_left_cancel₀ (pow_ne_zero 2 hc.ne') (h.trans h'.symm)
    exact ⟨hv, (sq_eq_sq₀ hL.le hp.le).1 hsq⟩
  · rintro ⟨hv, rfl⟩
    exact (contracted_wall_solves hc hw hv).2
```

Q: What if I only require $L\neq0$?

A: Then the equivalence fails. Take $c=w=1$, $v=0$ and $L=-1$. The profile $2\arctan e^{-x}$ solves the equation, but `wallWidth 1 1 0` is $1$, not $-1$. It is the mirror-image wall, running from $\pi$ to $0$.

Q: Does the profile really join opposite domains?

A: Yes. For $L>0$, $e^s$ tends to $0$ on the far left and to infinity on the far right, so $f$ tends to $0$ and to $2\cdot\pi/2=\pi$. The proof composes these limits at a fixed time.

```lean
/-- At every time, a wall of width `L > 0` connects the angle `0` on the far left to the angle
`π` on the far right. -/
theorem wall_connects_domains {L : ℝ} (v t : ℝ) (hL : 0 < L) :
    Tendsto (fun x => wall L v x t) atBot (𝓝 0) ∧
    Tendsto (fun x => wall L v x t) atTop (𝓝 π) := by
  constructor
  · have h1 : Tendsto (fun x : ℝ => (x - v * t) / L) atBot atBot :=
      (tendsto_atBot_add_const_right atBot (-(v * t)) tendsto_id).atBot_div_const hL
    have h2 := ((continuous_arctan.tendsto 0).comp
      (Real.tendsto_exp_atBot.comp h1)).const_mul 2
    rw [arctan_zero, mul_zero] at h2
    exact h2
  · have h1 : Tendsto (fun x : ℝ => (x - v * t) / L) atTop atTop :=
      (tendsto_atTop_add_const_right atTop (-(v * t)) tendsto_id).atTop_div_const hL
    have h2 := ((tendsto_arctan_atTop.mono_right nhdsWithin_le_nhds).comp
      (Real.tendsto_exp_atTop.comp h1)).const_mul 2
    rw [mul_div_cancel₀ π (two_ne_zero' ℝ)] at h2
    exact h2
```

Q: And the narrowing as the speed approaches $c$?

A: That takes two statements. A larger speed gives a strictly smaller width, because the square root is strictly increasing on nonnegative numbers. The width also tends to zero as $v$ approaches $c$ from below, by continuity of the formula at $v=c$.

```lean
/-- For `c, w > 0`, the width given by `wallWidth` strictly decreases with speed, for speeds up to
and including `c`. -/
theorem wallWidth_lt {c w v₁ v₂ : ℝ} (hc : 0 < c) (hw : 0 < w) (h : |v₁| < |v₂|)
    (h₂ : |v₂| ≤ c) : wallWidth c w v₂ < wallWidth c w v₁ := by
  have hc2 : 0 < c ^ 2 := by positivity
  have hle : v₂ ^ 2 ≤ c ^ 2 := sq_le_sq.2 (by rwa [abs_of_pos hc])
  have hlt : v₁ ^ 2 / c ^ 2 < v₂ ^ 2 / c ^ 2 := div_lt_div_of_pos_right (sq_lt_sq.2 h) hc2
  have hnn : 0 ≤ 1 - v₂ ^ 2 / c ^ 2 := sub_nonneg.2 ((div_le_one hc2).2 hle)
  exact mul_lt_mul_of_pos_left (sqrt_lt_sqrt hnn (by linarith)) hw

/-- For `c > 0`, the contracted width tends to zero as the velocity approaches the magnon
velocity `c` from below. -/
theorem wallWidth_tendsto_zero {c : ℝ} (w : ℝ) (hc : 0 < c) :
    Tendsto (wallWidth c w) (𝓝[<] c) (𝓝 0) := by
  have hcont : Continuous (fun v : ℝ => w * √(1 - v ^ 2 / c ^ 2)) := by fun_prop
  have h0 : w * √(1 - c ^ 2 / c ^ 2) = 0 := by
    rw [div_self (pow_ne_zero 2 hc.ne'), sub_self, sqrt_zero, mul_zero]
  have h := hcont.tendsto c
  rw [h0] at h
  exact h.mono_left nhdsWithin_le_nhds

end

end AntiferromagneticWall
```

```lean
#print axioms AntiferromagneticWall.contracted_wall_solves
#print axioms AntiferromagneticWall.wall_solves_iff
#print axioms AntiferromagneticWall.wallWidth_lt
#print axioms AntiferromagneticWall.wallWidth_tendsto_zero
```

```
'AntiferromagneticWall.contracted_wall_solves' depends on axioms: [propext, Classical.choice, Quot.sound]
'AntiferromagneticWall.wall_solves_iff' depends on axioms: [propext, Classical.choice, Quot.sound]
'AntiferromagneticWall.wallWidth_lt' depends on axioms: [propext, Classical.choice, Quot.sound]
'AntiferromagneticWall.wallWidth_tendsto_zero' depends on axioms: [propext, Classical.choice, Quot.sound]
```

Q: So what separates this from a real antiferromagnet?

A: Damping, which slows an undriven wall, is left out, and the passage from coupled spins on a lattice to this one-angle continuum equation is taken as given. That passage becomes doubtful close to $c$, where the predicted width falls to the lattice spacing. For spin-dynamics simulations in the undamped, one-dimensional continuum regime, the formula supplies a moving profile to compare with; it is exact for the continuum equation and approximate for spins on a lattice. To start a simulation from it, the sublattices must also be canted slightly out of the plane in which the staggered order turns, because that canting carries the motion.
